# Ewald split of an inverse even power and its self term

For an integer $m\ge 1$, a real splitting parameter $\alpha$ and a distance $r\neq 0$,

$$\int_{\alpha^2}^{\infty}\frac{t^{m-1}e^{-r^2t}}{(m-1)!}\,dt=\frac{e^{-\alpha^2r^2}}{r^{2m}}\sum_{j<m}\frac{(\alpha r)^{2j}}{j!}.$$

Subtracting this short-range part from $r^{-2m}$ leaves a quantity that tends to $\alpha^{2m}/m!$ as $r\to0$. For dispersion, $m=3$, the limit is $\alpha^6/6$. In an Ewald treatment of $r^{-6}$ dispersion whose pair coefficients have the product form $c_ic_j$, with one coefficient $c_i$ per site, this limit times $\tfrac12\sum_ic_i^2$ is the size of the self term in the energy; the pair-sum identity proved below is for a finite, non-periodic cluster.

```lean
import Mathlib

open Finset Filter Topology MeasureTheory
open scoped Nat

namespace EwaldInversePower

noncomputable section
```

## Cutting the integral at $t=\alpha^2$

The starting point is the density whose integral over all $t>0$ is $r^{-2m}$:

$$w_r(t)=\frac{t^{m-1}e^{-r^2t}}{(m-1)!}.$$

In Lean, `m` is a natural number, while `r`, `t` and `α` are real. Only $\alpha^2$ enters, so no sign condition on `α` is needed.

```lean
/-- The Ewald density `t^(m-1) exp(-r²t)/(m-1)!`, with `m - 1` a natural-number subtraction. -/
def ewaldDensity (m : ℕ) (r t : ℝ) : ℝ :=
  t ^ (m - 1) * Real.exp (-r ^ 2 * t) / ((m - 1)! : ℝ)
```

The short-range part $S(r)$ collects $t>\alpha^2$, where the Gaussian factor $e^{-r^2t}$ is narrow in $r$.

```lean
/-- The short-range part of the potential: the contribution of `t > α²`. -/
def shortRange (m : ℕ) (α r : ℝ) : ℝ := ∫ t in Set.Ioi (α ^ 2), ewaldDensity m r t
```

The long-range part $L(r)$ collects $0<t<\alpha^2$.

```lean
/-- The long-range part of the potential: the contribution of `t` between `0` and `α²`. -/
def longRange (m : ℕ) (α r : ℝ) : ℝ := ∫ t in (0 : ℝ)..(α ^ 2), ewaldDensity m r t
```

The closed form will come from the function

$$T(a)=\frac{e^{-r^2a}}{r^{2m}}\sum_{j<m}\frac{(r^2a)^j}{j!}.$$

```lean
/-- The inverse power `r^(-2m)` damped by an exponential times a truncated exponential series. -/
def tail (m : ℕ) (r a : ℝ) : ℝ :=
  Real.exp (-r ^ 2 * a) * (∑ j ∈ range m, (r ^ 2 * a) ^ j / (j ! : ℝ)) / r ^ (2 * m)
```

## A primitive of the density

Put $s=r^2$. Differentiating the exponential and the series gives

$$\frac{d}{du}\Big[e^{-su}\sum_{j\le n}\frac{(su)^j}{j!}\Big]
=s e^{-su}\Big[\sum_{j\le n-1}\frac{(su)^j}{j!}-\sum_{j\le n}\frac{(su)^j}{j!}\Big]
=-\frac{s^{n+1}u^ne^{-su}}{n!}.$$

The proof does this by induction on $n$. The added term of order $n+1$ has derivative $se^{-su}[(su)^n/n!-(su)^{n+1}/(n+1)!]$; its first part cancels the old remainder and its second part is the new one.

```lean
/-- Differentiating `exp(-su)` times the truncated exponential series of `su` leaves `-s` times the
exponential times the series term of highest order. -/
theorem hasDerivAt_exp_mul_series (n : ℕ) (s t : ℝ) :
    HasDerivAt (fun u : ℝ => Real.exp (-s * u) * ∑ j ∈ range (n + 1), (s * u) ^ j / (j ! : ℝ))
      (-(s ^ (n + 1) * t ^ n * Real.exp (-s * t) / (n ! : ℝ))) t := by
  have hE : HasDerivAt (fun u : ℝ => Real.exp (-s * u)) (Real.exp (-s * t) * (-s)) t :=
    (((hasDerivAt_id' t).const_mul (-s)).exp).congr_deriv (by ring)
  induction n with
  | zero => simpa [mul_comm] using hE
  | succ n ih =>
    have hP : HasDerivAt (fun u : ℝ => (s * u) ^ (n + 1) / ((n + 1)! : ℝ))
        (((n : ℝ) + 1) * (s * t) ^ n * s / ((n + 1)! : ℝ)) t :=
      ((((hasDerivAt_id' t).const_mul s).fun_pow (n + 1)).div_const _).congr_deriv (by
        rw [Nat.add_sub_cancel]; push_cast; ring)
    have hf : (fun u : ℝ => Real.exp (-s * u) *
        ∑ j ∈ range (n + 1 + 1), (s * u) ^ j / (j ! : ℝ)) =
        fun u : ℝ => Real.exp (-s * u) * (∑ j ∈ range (n + 1), (s * u) ^ j / (j ! : ℝ)) +
          Real.exp (-s * u) * ((s * u) ^ (n + 1) / ((n + 1)! : ℝ)) := by
      funext u
      rw [Finset.sum_range_succ _ (n + 1), mul_add]
    have hn : (n ! : ℝ) ≠ 0 := by positivity
    have hk : ((n : ℝ) + 1) / ((n + 1)! : ℝ) = 1 / (n ! : ℝ) := by
      rw [Nat.factorial_succ]; push_cast; field_simp
    rw [hf]
    -- the new term cancels the old remainder and leaves the next one
    refine (ih.fun_add (hE.fun_mul hP)).congr_deriv ?_
    linear_combination Real.exp (-s * t) * s ^ (n + 1) * t ^ n * hk
```

With $n=m-1$, division by $r^{2m}=s^m$ gives $-T'(t)=w_r(t)$. This is where $r\neq0$ is first used.

```lean
/-- Minus the damped inverse power is a primitive of the Ewald density. -/
theorem hasDerivAt_neg_tail {m : ℕ} (hm : 1 ≤ m) {r : ℝ} (hr : r ≠ 0) (t : ℝ) :
    HasDerivAt (fun u => -tail m r u) (ewaldDensity m r t) t := by
  obtain ⟨n, rfl⟩ : ∃ n, m = n + 1 := ⟨m - 1, by omega⟩
  refine (((hasDerivAt_exp_mul_series n (r ^ 2) t).div_const
    (r ^ (2 * (n + 1)))).fun_neg).congr_deriv ?_
  have hp : (r ^ 2) ^ (n + 1) ≠ 0 := by positivity
  have hn : (n ! : ℝ) ≠ 0 := by positivity
  unfold ewaldDensity
  rw [Nat.add_sub_cancel, pow_mul r 2 (n + 1)]
  generalize (r ^ 2) ^ (n + 1) = S at hp ⊢
  field_simp
```

As $a\to\infty$, each term $(r^2a)^je^{-r^2a}$ tends to zero, because $r^2>0$. The sum is finite, so $T(a)\to0$.

```lean
/-- The damped inverse power vanishes as its cutoff goes to infinity. -/
theorem tendsto_tail (m : ℕ) {r : ℝ} (hr : r ≠ 0) :
    Tendsto (tail m r) atTop (𝓝 0) := by
  have h : Tendsto (fun x : ℝ => ∑ j ∈ range m, x ^ j * Real.exp (-x) / (j ! : ℝ)) atTop
      (𝓝 (∑ j ∈ range m, (0 : ℝ) / (j ! : ℝ))) :=
    tendsto_finsetSum _ fun j _ =>
      (Real.tendsto_pow_mul_exp_neg_atTop_nhds_zero j).div_const _
  simp only [zero_div, Finset.sum_const_zero] at h
  have hs : 0 < r ^ 2 := by positivity
  have hst : Tendsto (fun t : ℝ => r ^ 2 * t) atTop atTop := tendsto_id.const_mul_atTop hs
  have h2 := (h.comp hst).div_const (r ^ (2 * m))
  rw [zero_div] at h2
  refine h2.congr fun t => ?_
  simp only [tail, Function.comp_apply, Finset.mul_sum, neg_mul]
  congr 1
  exact Finset.sum_congr rfl fun j _ => by ring
```

## The closed form and the split

The fundamental theorem of calculus now gives

$$S(r)=0-\big(-T(\alpha^2)\big)=T(\alpha^2),$$

which is the stated formula, since $(r^2\alpha^2)^j=(\alpha r)^{2j}$. The theorem also states that the integral converges: the density is non-negative and its primitive has a finite limit.

```lean
/-- Closed form of the short-range part: for `r ≠ 0` its integral converges and equals
`r^(-2m) exp(-α²r²)` times the sum of `(αr)^(2j)/j!` over `j < m`. -/
theorem shortRange_eq {m : ℕ} (hm : 1 ≤ m) (α : ℝ) {r : ℝ} (hr : r ≠ 0) :
    IntegrableOn (ewaldDensity m r) (Set.Ioi (α ^ 2)) ∧
    shortRange m α r = 1 / r ^ (2 * m) * Real.exp (-(α ^ 2 * r ^ 2)) *
      ∑ j ∈ range m, (α * r) ^ (2 * j) / (j ! : ℝ) := by
  have hpos : ∀ t ∈ Set.Ioi (α ^ 2), 0 ≤ ewaldDensity m r t := by
    intro t ht
    have h0 : 0 ≤ t := (sq_nonneg α).trans (le_of_lt ht)
    unfold ewaldDensity
    positivity
  have hlim : Tendsto (fun u => -tail m r u) atTop (𝓝 0) := by
    have h := (tendsto_tail m hr).neg
    rwa [neg_zero] at h
  refine ⟨integrableOn_Ioi_deriv_of_nonneg'
    (fun t _ => hasDerivAt_neg_tail hm hr t) hpos hlim, ?_⟩
  have h := integral_Ioi_of_hasDerivAt_of_nonneg'
    (fun t _ => hasDerivAt_neg_tail hm hr t) hpos hlim
  have hsum : ∑ j ∈ range m, (r ^ 2 * α ^ 2) ^ j / (j ! : ℝ) =
      ∑ j ∈ range m, (α * r) ^ (2 * j) / (j ! : ℝ) :=
    Finset.sum_congr rfl fun j _ => by
      rw [pow_mul (α * r) 2 j, mul_pow α r 2, mul_comm (α ^ 2)]
  have hexp : -r ^ 2 * α ^ 2 = -(α ^ 2 * r ^ 2) := by ring
  unfold shortRange
  rw [h, tail, hsum, hexp]
  ring
```

On the finite interval, continuity of the density supplies integrability.

```lean
/-- The Ewald density is continuous in `t`. -/
theorem continuous_ewaldDensity (m : ℕ) (r : ℝ) : Continuous (ewaldDensity m r) := by
  change Continuous fun t : ℝ => t ^ (m - 1) * Real.exp (-r ^ 2 * t) / ((m - 1)! : ℝ)
  fun_prop
```

Hence $L(r)=T(0)-T(\alpha^2)$. At $a=0$ only the $j=0$ term survives, so $T(0)=r^{-2m}$, and therefore

$$r^{-2m}=S(r)+L(r)\qquad(r\neq0).$$

```lean
/-- Ewald split: away from the origin the inverse power `r^(-2m)` is the sum of its
short-range and long-range parts. -/
theorem ewald_split {m : ℕ} (hm : 1 ≤ m) (α : ℝ) {r : ℝ} (hr : r ≠ 0) :
    1 / r ^ (2 * m) = shortRange m α r + longRange m α r := by
  have hS : shortRange m α r = tail m r (α ^ 2) := by
    rw [(shortRange_eq hm α hr).2, tail]
    have hsum : ∑ j ∈ range m, (r ^ 2 * α ^ 2) ^ j / (j ! : ℝ) =
        ∑ j ∈ range m, (α * r) ^ (2 * j) / (j ! : ℝ) :=
      Finset.sum_congr rfl fun j _ => by
        rw [pow_mul (α * r) 2 j, mul_pow α r 2, mul_comm (α ^ 2)]
    have hexp : -r ^ 2 * α ^ 2 = -(α ^ 2 * r ^ 2) := by ring
    rw [hsum, hexp]
    ring
  have hL : longRange m α r = -tail m r (α ^ 2) - -tail m r 0 :=
    intervalIntegral.integral_eq_sub_of_hasDerivAt
      (fun t _ => hasDerivAt_neg_tail hm hr t)
      ((continuous_ewaldDensity m r).intervalIntegrable _ _)
  -- at cutoff zero there is no damping
  have h0 : tail m r 0 = 1 / r ^ (2 * m) := by
    obtain ⟨n, rfl⟩ : ∃ n, m = n + 1 := ⟨m - 1, by omega⟩
    simp [tail, Finset.sum_range_succ']
  rw [hS, hL, h0]
  ring
```

## The limit at zero distance

The long-range part is finite at the origin:

$$L(0)=\int_0^{\alpha^2}\frac{t^{m-1}}{(m-1)!}\,dt=\frac{\alpha^{2m}}{m!}.$$

```lean
/-- The long-range part at zero distance is `α^(2m)/m!`. -/
theorem longRange_zero {m : ℕ} (hm : 1 ≤ m) (α : ℝ) :
    longRange m α 0 = α ^ (2 * m) / (m ! : ℝ) := by
  obtain ⟨n, rfl⟩ : ∃ n, m = n + 1 := ⟨m - 1, by omega⟩
  have h : ∀ t, ewaldDensity (n + 1) 0 t = t ^ n / (n ! : ℝ) := by
    intro t
    simp [ewaldDensity]
  unfold longRange
  simp only [h]
  rw [intervalIntegral.integral_div, integral_pow, zero_pow (by omega : n + 1 ≠ 0), sub_zero,
    div_div, Nat.factorial_succ, pow_mul α 2 (n + 1), Nat.cast_mul, Nat.cast_add, Nat.cast_one]
```

For $0\le t\le\alpha^2$ we have $e^{-\alpha^2r^2}\le e^{-r^2t}\le1$. Multiplying by $t^{m-1}/(m-1)!$ and integrating gives

$$e^{-\alpha^2r^2}\frac{\alpha^{2m}}{m!}\le L(r)\le\frac{\alpha^{2m}}{m!}.$$

```lean
/-- At every distance the long-range part lies between `exp(-α²r²) α^(2m)/m!` and
`α^(2m)/m!`. -/
theorem longRange_bounds {m : ℕ} (hm : 1 ≤ m) (α r : ℝ) :
    Real.exp (-(α ^ 2 * r ^ 2)) * (α ^ (2 * m) / (m ! : ℝ)) ≤ longRange m α r ∧
    longRange m α r ≤ α ^ (2 * m) / (m ! : ℝ) := by
  have h0 : ∀ t, ewaldDensity m 0 t = t ^ (m - 1) / ((m - 1)! : ℝ) := by
    intro t
    simp [ewaldDensity]
  have h1 : ∀ t, ewaldDensity m r t =
      Real.exp (-r ^ 2 * t) * (t ^ (m - 1) / ((m - 1)! : ℝ)) := by
    intro t
    unfold ewaldDensity
    ring
  have hw : ∀ t : ℝ, 0 ≤ t → 0 ≤ t ^ (m - 1) / ((m - 1)! : ℝ) := by
    intro t ht
    positivity
  have hi := (continuous_ewaldDensity m r).intervalIntegrable (μ := volume) 0 (α ^ 2)
  rw [← longRange_zero hm α]
  unfold longRange
  constructor
  · rw [← intervalIntegral.integral_const_mul]
    refine intervalIntegral.integral_mono_on (sq_nonneg α)
      ((continuous_const.mul (continuous_ewaldDensity m 0)).intervalIntegrable _ _) hi ?_
    intro t ht
    rw [h0, h1]
    refine mul_le_mul_of_nonneg_right (Real.exp_le_exp.2 ?_) (hw t ht.1)
    nlinarith [mul_le_mul_of_nonneg_left ht.2 (sq_nonneg r)]
  · refine intervalIntegral.integral_mono_on (sq_nonneg α) hi
      ((continuous_ewaldDensity m 0).intervalIntegrable _ _) ?_
    intro t ht
    rw [h0, h1]
    refine mul_le_of_le_one_left (hw t ht.1) (Real.exp_le_one_iff.2 ?_)
    nlinarith [mul_nonneg (sq_nonneg r) ht.1]
```

Both bounds tend to $\alpha^{2m}/m!$, so $L(r)$ does too, and for $r\ne0$ the split identifies $L(r)$ with $r^{-2m}-S(r)$. The filter `𝓝[≠] 0` means that $r$ approaches zero without reaching it. Setting $r=0$ in the difference would not do: Lean assigns the value 0 both to $1/0$ and to the divergent integral.

```lean
/-- Self term: the inverse power minus its short-range part tends to `α^(2m)/m!` as the
distance tends to zero. -/
theorem tendsto_self_term {m : ℕ} (hm : 1 ≤ m) (α : ℝ) :
    Tendsto (fun r : ℝ => 1 / r ^ (2 * m) - shortRange m α r) (𝓝[≠] 0)
      (𝓝 (α ^ (2 * m) / (m ! : ℝ))) := by
  have hc : Continuous fun r : ℝ =>
      Real.exp (-(α ^ 2 * r ^ 2)) * (α ^ (2 * m) / (m ! : ℝ)) := by fun_prop
  have hL : Tendsto (longRange m α) (𝓝 0) (𝓝 (α ^ (2 * m) / (m ! : ℝ))) :=
    tendsto_of_tendsto_of_tendsto_of_le_of_le (hc.tendsto' 0 _ (by simp)) tendsto_const_nhds
      (fun r => (longRange_bounds hm α r).1) (fun r => (longRange_bounds hm α r).2)
  refine (hL.mono_left nhdsWithin_le_nhds).congr' ?_
  filter_upwards [self_mem_nhdsWithin] with r hr
  have hr' : r ≠ 0 := hr
  linarith [ewald_split hm α hr']
```

## The pair sum of a finite cluster

Let sites $x_i$ carry real coefficients $c_i$, with distances $r_{ij}=\lVert x_i-x_j\rVert$. Applying the split to every pair, then adding and subtracting the diagonal $L(0)$, gives

$$\sum_{i}\sum_{j\ne i}\frac{c_ic_j}{r_{ij}^{2m}}
=\sum_i\sum_{j\ne i}c_ic_jS(r_{ij})+\sum_{i,j}c_ic_jL(r_{ij})-\frac{\alpha^{2m}}{m!}\sum_ic_i^2.$$

In Lean, `ι` labels the sites, `univ.erase i` removes $j=i$, and injectivity of `x` says that no two sites coincide. The product form $c_ic_j$ is assumed; for dispersion it stands for a geometric-mean combination rule. Periodic images and reciprocal-space sums are not treated.

The factor of one half is easily lost here. These sums count each pair twice, so an energy $-\tfrac12\sum_{i\ne j}c_ic_j/r_{ij}^6$ contains the self contribution $+\tfrac{\alpha^6}{12}\sum_ic_i^2$, with 12 in place of 6.

```lean
/-- Pair sum of a finite cluster of distinct sites with coefficients `c`: a short-range pair
sum, plus a long-range sum over all pairs including `i = j`, minus the self term. -/
theorem cluster_pair_sum {ι E : Type*} [Fintype ι] [DecidableEq ι] [NormedAddCommGroup E]
    {m : ℕ} (hm : 1 ≤ m) (α : ℝ) (c : ι → ℝ) (x : ι → E) (hx : Function.Injective x) :
    ∑ i, ∑ j ∈ univ.erase i, c i * c j * (1 / ‖x i - x j‖ ^ (2 * m)) =
      ∑ i, ∑ j ∈ univ.erase i, c i * c j * shortRange m α ‖x i - x j‖ +
      ∑ i, ∑ j, c i * c j * longRange m α ‖x i - x j‖ -
      α ^ (2 * m) / (m ! : ℝ) * ∑ i, c i ^ 2 := by
  rw [Finset.mul_sum, ← Finset.sum_add_distrib, ← Finset.sum_sub_distrib]
  refine Finset.sum_congr rfl fun i _ => ?_
  have hs : ∑ j ∈ univ.erase i, c i * c j * (1 / ‖x i - x j‖ ^ (2 * m)) =
      ∑ j ∈ univ.erase i, c i * c j * shortRange m α ‖x i - x j‖ +
      ∑ j ∈ univ.erase i, c i * c j * longRange m α ‖x i - x j‖ := by
    rw [← Finset.sum_add_distrib]
    refine Finset.sum_congr rfl fun j hj => ?_
    have hij : ‖x i - x j‖ ≠ 0 :=
      norm_ne_zero_iff.2 (sub_ne_zero.2 fun h => (Finset.ne_of_mem_erase hj) (hx h).symm)
    rw [ewald_split hm α hij, mul_add]
  -- the diagonal of the long-range double sum is the self term
  have hd := Finset.add_sum_erase univ
    (fun j => c i * c j * longRange m α ‖x i - x j‖) (Finset.mem_univ i)
  simp only [sub_self, norm_zero, longRange_zero hm α] at hd
  rw [hs, ← hd]
  ring

end

end EwaldInversePower
```

```lean
#print axioms EwaldInversePower.tendsto_self_term
#print axioms EwaldInversePower.cluster_pair_sum
```

```
'EwaldInversePower.tendsto_self_term' depends on axioms: [propext, Classical.choice, Quot.sound]
'EwaldInversePower.cluster_pair_sum' depends on axioms: [propext, Classical.choice, Quot.sound]
```
